# A power-law threshold in the transmission probability gives a power-law tunnelling flux at low temperature

A thermal tunnelling rate computed from a tabulated transmission probability $P(E)$ needs the integral of $P(E)e^{-bE}$ over the energy $E>0$, where $b=1/(k_BT)$. If $P(E)\approx cE^a$ near $E=0$ with $c>0$, cooling eventually confines most of the integral to energies of order $1/b$, where a fixed grid has only a few points. The quadrature can then be replaced by

$$\int_0^\infty P(E)\,e^{-bE}\,dE\;\approx\;\frac{c\,\Gamma(a+1)}{b^{a+1}} .$$

If the lowest computed energies already lie where the power law holds, a straight-line fit of $\ln P$ against $\ln E$ there gives both constants: the slope is $a$ and the intercept is $\ln c$. Dividing by $2\pi\hbar$ and by the reactant partition function, taken at the same temperature and with the same zero of energy, then gives the rate constant. The replacement is justified in the limit $b\to\infty$, for a single-channel transmission probability with $0\le P\le1$, $a\ge0$ and $c>0$.

```lean
import Mathlib

open MeasureTheory Set Filter Topology

namespace TunnellingPowerLaw

noncomputable section
```

## Flux, mean energy and a model barrier

Write the flux, without its temperature-independent prefactor and the partition function, as

$$F_P(b)=\int_0^\infty P(E)\,e^{-bE}\,dE .$$

In Lean, `P : ℝ → ℝ` is a function on the whole line, but the integral over `Ioi (0 : ℝ)` sees only positive energies. The zero of energy is the bottom of the reactant channel.

```lean
/-- The thermal flux at inverse temperature `b`: the transmission probability `P`
weighted with the Boltzmann factor and integrated over positive energies. -/
def flux (P : ℝ → ℝ) (b : ℝ) : ℝ :=
  ∫ E in Ioi (0 : ℝ), P E * Real.exp (-(b * E))
```

The mean energy of the transmitted particles weights each energy by its share of the flux:

$$\langle E\rangle_b=\frac{\int_0^\infty E\,P(E)\,e^{-bE}\,dE}{\int_0^\infty P(E)\,e^{-bE}\,dE}.$$

The numerator is again a flux, with $E\,P(E)$ in place of $P(E)$.

```lean
/-- The mean energy of the transmitted particles at inverse temperature `b`,
defined where the flux is nonzero. -/
def meanEnergy (P : ℝ → ℝ) (b : ℝ) : ℝ :=
  flux (fun E => E * P E) b / flux P b
```

For a particle of mass $m$ meeting the potential $\lambda\,\delta(x)$, the transmission probability is $E/(E+g)$ with $g=m\lambda^2/(2\hbar^2)$. The definition takes $g$ as its parameter.

```lean
/-- The function `E / (E + g)`, which for `g > 0` and `E > 0` is the transmission probability of a
delta barrier of strength parameter `g`. -/
def deltaTransmission (g E : ℝ) : ℝ := E / (E + g)
```

## Energy in units of the temperature

Substitute $E=x/b$, $dE=dx/b$, with $b>0$:

$$b^{a+1}F_P(b)=b^{a+1}\int_0^\infty P(x/b)\,e^{-x}\,\frac{dx}{b}=\int_0^\infty b^aP(x/b)\,e^{-x}\,dx .$$

The temperature now appears only in $b^aP(x/b)$. The proof applies Mathlib's scaling rule `integral_comp_mul_left_Ioi`, identifies one side with $b^aF_P(b)$ in `h2`, and multiplies by the remaining factor $b$.

```lean
/-- For `b > 0`, measuring energy in units of the temperature turns the scaled flux
into an integral with the fixed weight `exp (-x)`. -/
theorem scaled_flux (P : ℝ → ℝ) (a : ℝ) {b : ℝ} (hb : 0 < b) :
    b ^ (a + 1) * flux P b =
      ∫ x in Ioi (0 : ℝ), b ^ a * P (x / b) * Real.exp (-x) := by
  have h := integral_comp_mul_left_Ioi
    (fun x => b ^ a * P (x / b) * Real.exp (-x)) 0 hb
  have h2 : ∫ x in Ioi (0 : ℝ), b ^ a * P (b * x / b) * Real.exp (-(b * x)) =
      b ^ a * flux P b := by
    unfold flux
    rw [← integral_const_mul]
    refine setIntegral_congr_fun measurableSet_Ioi fun x _ => ?_
    have hx : b * x / b = x := by field_simp
    simp only [hx]
    ring
  have h3 : b ^ a * flux P b =
      b⁻¹ * ∫ x in Ioi (0 : ℝ), b ^ a * P (x / b) * Real.exp (-x) :=
    h2.symm.trans (h.trans (by rw [mul_zero, smul_eq_mul]))
  rw [Real.rpow_add_one hb.ne']
  calc b ^ a * b * flux P b = b * (b ^ a * flux P b) := by ring
    _ = _ := by rw [h3, mul_inv_cancel_left₀ hb.ne']
```

## A bound at all energies

The threshold law is the limit $P(E)/E^a\to c$ as $E\to0^+$, written with the one-sided filter `𝓝[>] 0`. It controls $P$ only near zero, whereas the integral runs over all energies. The limit supplies a $d>0$ with $P(E)<(c+1)E^a$ for $0<E<d$. For $E\ge d$, since $a\ge0$,

$$P(E)\le1\le\left(\frac{E}{d}\right)^a=d^{-a}E^a .$$

Hence $P(E)\le KE^a$ for every $E>0$, with $K=c+1+d^{-a}$. The two cases in the proof are these two energy ranges.

```lean
/-- A transmission probability at most one that follows a threshold law `c E ^ a`, with
`a ≥ 0` and `c > 0`, is bounded by a multiple of `E ^ a` at all positive energies. -/
theorem transmission_bound {P : ℝ → ℝ} {a c : ℝ} (ha : 0 ≤ a) (hc : 0 < c)
    (h1 : ∀ E, 0 < E → P E ≤ 1)
    (hlim : Tendsto (fun E => P E / E ^ a) (𝓝[>] 0) (𝓝 c)) :
    ∃ K, ∀ E, 0 < E → P E ≤ K * E ^ a := by
  obtain ⟨d, hd, hsub⟩ := mem_nhdsGT_iff_exists_Ioo_subset.1
    (hlim.eventually_lt_const (lt_add_one c))
  have hd0 : 0 < d := hd
  have hda : 0 < d ^ a := Real.rpow_pos_of_pos hd0 a
  refine ⟨(c + 1) + (d ^ a)⁻¹, fun E hE => ?_⟩
  have hEa : 0 < E ^ a := Real.rpow_pos_of_pos hE a
  rw [add_mul]
  rcases lt_or_ge E d with h | h
  · -- near threshold the limit controls the ratio
    have h2 : P E / E ^ a < c + 1 := hsub ⟨hE, h⟩
    have h3 := (div_lt_iff₀ hEa).1 h2
    have h4 : 0 ≤ (d ^ a)⁻¹ * E ^ a := by positivity
    linarith
  · -- far from threshold unitarity is enough
    have h2 : d ^ a ≤ E ^ a := Real.rpow_le_rpow hd0.le h ha
    have h3 : (d ^ a)⁻¹ * d ^ a ≤ (d ^ a)⁻¹ * E ^ a :=
      mul_le_mul_of_nonneg_left h2 (inv_pos.2 hda).le
    rw [inv_mul_cancel₀ hda.ne'] at h3
    have h4 : 0 ≤ (c + 1) * E ^ a := by positivity
    linarith [h1 E hE]
```

## The limit under the integral sign

Let $f\ge0$ be measurable with $f(E)\le KE^a$ and $f(E)/E^a\to c$, where now only $a>-1$ is required. At fixed $x>0$,

$$b^af(x/b)=x^a\,\frac{f(x/b)}{(x/b)^a}\;\longrightarrow\;c\,x^a\qquad(b\to\infty),$$

because $x/b$ approaches threshold from above. The same identity gives the temperature-independent majorant

$$0\le b^af(x/b)\,e^{-x}\le K\,x^ae^{-x},$$

which is integrable for $a>-1$. Dominated convergence then yields

$$b^{a+1}F_f(b)\to c\int_0^\infty x^ae^{-x}\,dx=c\,\Gamma(a+1).$$

In the proof, `e` is the identity $b^a(x/b)^a=x^a$. The four bullets under `key` establish measurability, the majorant, its integrability and the pointwise limit. The last lines return to the flux through `scaled_flux`.

```lean
/-- Low-temperature limit for any measurable nonnegative energy weight `f` that is bounded
by `K E ^ a` and behaves as `c E ^ a` at threshold, with `a > -1`. -/
theorem tendsto_flux_of_bound {f : ℝ → ℝ} {a c K : ℝ} (ha : -1 < a)
    (hm : Measurable f) (h0 : ∀ E, 0 < E → 0 ≤ f E)
    (hK : ∀ E, 0 < E → f E ≤ K * E ^ a)
    (hlim : Tendsto (fun E => f E / E ^ a) (𝓝[>] 0) (𝓝 c)) :
    Tendsto (fun b => b ^ (a + 1) * flux f b) atTop
      (𝓝 (c * Real.Gamma (a + 1))) := by
  have hs : 0 < a + 1 := by linarith
  have hG : IntegrableOn (fun x : ℝ => Real.exp (-x) * x ^ a) (Ioi 0) := by
    have h := Real.GammaIntegral_convergent hs
    rwa [add_sub_cancel_right] at h
  have e : ∀ b x : ℝ, 0 < b → 0 < x → b ^ a * (x / b) ^ a = x ^ a := by
    intro b x hb hx
    rw [← Real.mul_rpow hb.le (div_pos hx hb).le]
    congr 1
    field_simp
  rw [Real.Gamma_eq_integral hs, add_sub_cancel_right, ← integral_const_mul]
  have key : Tendsto
      (fun b : ℝ => ∫ x in Ioi (0 : ℝ), b ^ a * f (x / b) * Real.exp (-x)) atTop
      (𝓝 (∫ x in Ioi (0 : ℝ), c * (Real.exp (-x) * x ^ a))) := by
    apply tendsto_integral_filter_of_dominated_convergence
      (fun x => K * (Real.exp (-x) * x ^ a))
    · exact Eventually.of_forall fun b =>
        ((measurable_const.mul (hm.comp (measurable_id.div_const b))).mul
          (Real.measurable_exp.comp measurable_neg)).aestronglyMeasurable
    · filter_upwards [eventually_gt_atTop (0 : ℝ)] with b hb
      refine (ae_restrict_iff' measurableSet_Ioi).2 (Eventually.of_forall fun x hx => ?_)
      have hxb : 0 < x / b := div_pos hx hb
      have hf := h0 _ hxb
      have h1 := hK _ hxb
      have hba : 0 < b ^ a := Real.rpow_pos_of_pos hb a
      rw [Real.norm_eq_abs, abs_of_nonneg (by positivity)]
      calc b ^ a * f (x / b) * Real.exp (-x)
          ≤ b ^ a * (K * (x / b) ^ a) * Real.exp (-x) := by gcongr
        _ = K * (Real.exp (-x) * x ^ a) := by
          linear_combination K * Real.exp (-x) * e b x hb hx
    · exact hG.const_mul K
    · refine (ae_restrict_iff' measurableSet_Ioi).2 (Eventually.of_forall fun x hx => ?_)
      have hx0 : 0 < x := hx
      -- at fixed x the energy x / b approaches threshold from above
      have hto : Tendsto (fun b : ℝ => x / b) atTop (𝓝[>] 0) := by
        refine tendsto_nhdsWithin_iff.2 ⟨tendsto_const_nhds.div_atTop tendsto_id, ?_⟩
        filter_upwards [eventually_gt_atTop (0 : ℝ)] with b hb
        exact div_pos hx0 hb
      have h2 := (hlim.comp hto).mul_const (x ^ a * Real.exp (-x))
      rw [mul_comm (x ^ a) (Real.exp (-x))] at h2
      refine h2.congr' ?_
      filter_upwards [eventually_gt_atTop (0 : ℝ)] with b hb
      have hq : (x / b) ^ a ≠ 0 := (Real.rpow_pos_of_pos (div_pos hx0 hb) a).ne'
      have h3 : f (x / b) / (x / b) ^ a * (x / b) ^ a = f (x / b) :=
        div_mul_cancel₀ _ hq
      simp only [Function.comp_apply]
      rw [← e b x hb hx0]
      linear_combination b ^ a * Real.exp (-x) * h3
  refine key.congr' ?_
  filter_upwards [eventually_gt_atTop (0 : ℝ)] with b hb
  exact (scaled_flux f a hb).symm
```

## The power law for a transmission probability

A transmission probability satisfies $0\le P\le1$, so the bound above applies and

$$b^{a+1}F_P(b)\to c\,\Gamma(a+1).$$

The hypothesis `hP` is this range of values at positive energies, and `hm` is measurability. The threshold law `hlim` is assumed, not derived from the Schrödinger equation. With $c>0$, it stands for a channel that transmits at energies arbitrarily close to the reactant ground level. An endothermic process, closed up to a finite energy, does not satisfy it. The theorem gives the limit but neither an error estimate nor the temperature at which the power law sets in, and coupling to a bath is absent from the model.

```lean
/-- Power law of deep tunnelling: if a measurable transmission probability behaves as
`c E ^ a` at threshold, with `a ≥ 0` and `c > 0`, then `b ^ (a + 1)` times the flux tends to
`c Γ(a + 1)` as the inverse temperature `b` grows. -/
theorem flux_power_law {P : ℝ → ℝ} {a c : ℝ} (ha : 0 ≤ a) (hc : 0 < c)
    (hm : Measurable P) (hP : ∀ E, 0 < E → P E ∈ Icc (0 : ℝ) 1)
    (hlim : Tendsto (fun E => P E / E ^ a) (𝓝[>] 0) (𝓝 c)) :
    Tendsto (fun b => b ^ (a + 1) * flux P b) atTop
      (𝓝 (c * Real.Gamma (a + 1))) := by
  obtain ⟨K, hK⟩ := transmission_bound ha hc (fun E hE => (hP E hE).2) hlim
  exact tendsto_flux_of_bound (by linarith) hm (fun E hE => (hP E hE).1) hK hlim
```

## Failure of Arrhenius extrapolation

For any activation energy $E_{\mathrm a}>0$, written `Ea` in the code,

$$\frac{F_P(b)}{e^{-E_{\mathrm a}b}}=\bigl[b^{a+1}F_P(b)\bigr]\,\frac{e^{E_{\mathrm a}b}}{b^{a+1}} .$$

The bracket tends to $c\,\Gamma(a+1)>0$ and the other factor diverges, so the ratio diverges. An Arrhenius line fitted at higher temperature and extended downwards therefore ends up underestimating the flux by an unbounded factor. The proof multiplies the two limits with `pos_mul_atTop` and then cancels $b^{a+1}$.

```lean
/-- If a measurable transmission probability behaves as `c E ^ a` at threshold, with `a ≥ 0` and
`c > 0`, then the flux divided by the Arrhenius factor `exp (-Ea b)` grows without bound on cooling,
for every activation energy `Ea > 0`. -/
theorem flux_not_arrhenius {P : ℝ → ℝ} {a c Ea : ℝ} (ha : 0 ≤ a) (hc : 0 < c)
    (hm : Measurable P) (hP : ∀ E, 0 < E → P E ∈ Icc (0 : ℝ) 1)
    (hlim : Tendsto (fun E => P E / E ^ a) (𝓝[>] 0) (𝓝 c)) (hEa : 0 < Ea) :
    Tendsto (fun b => flux P b / Real.exp (-(Ea * b))) atTop atTop := by
  have hpos : 0 < c * Real.Gamma (a + 1) :=
    mul_pos hc (Real.Gamma_pos_of_pos (by linarith))
  have h := (flux_power_law ha hc hm hP hlim).pos_mul_atTop hpos
    (tendsto_exp_mul_div_rpow_atTop (a + 1) Ea hEa)
  refine h.congr' ?_
  filter_upwards [eventually_gt_atTop (0 : ℝ)] with b hb
  have hB : b ^ (a + 1) ≠ 0 := (Real.rpow_pos_of_pos hb _).ne'
  rw [Real.exp_neg, div_inv_eq_mul, mul_div_assoc', mul_assoc,
    mul_div_cancel_left₀ _ hB]
```

## Mean energy of the transmitted particles

The function $E\,P(E)$ need not be at most one, but it is bounded by $KE^{a+1}$ and has threshold exponent $a+1$ with the same $c$. The general limit gives $b^{a+2}F_{EP}(b)\to c\,\Gamma(a+2)$, so

$$b\,\langle E\rangle_b=\frac{b^{a+2}F_{EP}(b)}{b^{a+1}F_P(b)}\to\frac{\Gamma(a+2)}{\Gamma(a+1)}=a+1 .$$

At sufficiently low temperature the transmitted particles thus carry about $(a+1)k_BT$ on average, whatever the value of $c$. In the proof, `hnum` is the limit of the numerator and `hval` evaluates the ratio of Gamma functions.

```lean
/-- If a measurable transmission probability behaves as `c E ^ a` at threshold, with `a ≥ 0` and
`c > 0`, then the mean energy of the transmitted particles, in units of the temperature, tends to
`a + 1` on cooling. -/
theorem meanEnergy_limit {P : ℝ → ℝ} {a c : ℝ} (ha : 0 ≤ a) (hc : 0 < c)
    (hm : Measurable P) (hP : ∀ E, 0 < E → P E ∈ Icc (0 : ℝ) 1)
    (hlim : Tendsto (fun E => P E / E ^ a) (𝓝[>] 0) (𝓝 c)) :
    Tendsto (fun b => b * meanEnergy P b) atTop (𝓝 (a + 1)) := by
  obtain ⟨K, hK⟩ := transmission_bound ha hc (fun E hE => (hP E hE).2) hlim
  -- the energy-weighted transmission has threshold exponent a + 1
  have hnum : Tendsto (fun b => b ^ (a + 1 + 1) * flux (fun E => E * P E) b) atTop
      (𝓝 (c * Real.Gamma (a + 1 + 1))) := by
    refine tendsto_flux_of_bound (K := K) (by linarith) (measurable_id.mul hm)
      (fun E hE => mul_nonneg hE.le (hP E hE).1) (fun E hE => ?_) (hlim.congr' ?_)
    · rw [Real.rpow_add_one hE.ne']
      have h := mul_le_mul_of_nonneg_left (hK E hE) hE.le
      linarith
    · filter_upwards [self_mem_nhdsWithin] with E hE
      have hE0 : E ≠ 0 := ne_of_gt hE
      rw [Real.rpow_add_one hE0, mul_comm (E ^ a) E, mul_div_mul_left _ _ hE0]
  have hg : 0 < Real.Gamma (a + 1) := Real.Gamma_pos_of_pos (by linarith)
  have h := hnum.div (flux_power_law ha hc hm hP hlim) (mul_pos hc hg).ne'
  have hval : c * Real.Gamma (a + 1 + 1) / (c * Real.Gamma (a + 1)) = a + 1 := by
    rw [Real.Gamma_add_one (by linarith : a + 1 ≠ 0), mul_div_mul_left _ _ hc.ne',
      mul_div_cancel_right₀ _ hg.ne']
  rw [hval] at h
  refine h.congr' ?_
  filter_upwards [eventually_gt_atTop (0 : ℝ)] with b hb
  have hB : b ^ (a + 1) ≠ 0 := (Real.rpow_pos_of_pos hb _).ne'
  simp only [Pi.div_apply, meanEnergy]
  rw [Real.rpow_add_one hb.ne' (a + 1), mul_assoc, mul_div_mul_left _ _ hB, mul_div_assoc]
```

## The delta barrier

For $g>0$ the probability $E/(E+g)$ lies between 0 and 1, and

$$\frac{1}{E}\cdot\frac{E}{E+g}=\frac{1}{E+g}\to\frac1g .$$

So $a=1$, $c=1/g$, and since $\Gamma(2)=1$ the flux obeys $b^2F(b)\to1/g$. Halving a sufficiently low temperature reduces it by a factor close to four.

```lean
/-- For a delta barrier with `g > 0`, the flux times the square of the inverse temperature
tends to `1 / g` on cooling. -/
theorem delta_barrier_flux {g : ℝ} (hg : 0 < g) :
    Tendsto (fun b => b ^ 2 * flux (deltaTransmission g) b) atTop (𝓝 (1 / g)) := by
  have hm : Measurable (deltaTransmission g) :=
    measurable_id.div (measurable_id.add_const g)
  have hP : ∀ E, 0 < E → deltaTransmission g E ∈ Icc (0 : ℝ) 1 := by
    intro E hE
    have hs : 0 < E + g := by linarith
    exact ⟨(div_pos hE hs).le, (div_le_one hs).2 (by linarith)⟩
  have hlim : Tendsto (fun E => deltaTransmission g E / E ^ (1 : ℝ)) (𝓝[>] 0)
      (𝓝 (1 / g)) := by
    have hcont : ContinuousAt (fun E : ℝ => 1 / (E + g)) 0 :=
      continuousAt_const.div (by fun_prop) (by simpa using hg.ne')
    have h := hcont.tendsto.mono_left (nhdsWithin_le_nhds (s := Ioi 0))
    simp only [zero_add] at h
    refine h.congr' ?_
    filter_upwards [self_mem_nhdsWithin] with E hE
    have hE0 : 0 < E := hE
    have hs : E + g ≠ 0 := by linarith
    rw [Real.rpow_one, deltaTransmission]
    field_simp
  have h := flux_power_law zero_le_one (one_div_pos.2 hg) hm hP hlim
  rw [one_add_one_eq_two, Real.Gamma_two, mul_one] at h
  exact h.congr fun b => by rw [Real.rpow_two]
```

## Classical passage over a barrier

If particles pass with certainty above $V\ge0$ and never below, then for every $b>0$

$$F(b)=\int_V^\infty e^{-bE}\,dE=\frac{e^{-bV}}{b}.$$

For $V>0$ this has the Arrhenius exponential, with prefactor $1/b$. For $V=0$ it is the power law with $a=0$ and $c=1$. The step is the indicator function of `Ioi V`, and the proof restricts the integral to energies above $V$ before evaluating it.

```lean
/-- Classical contrast: if only particles above a barrier `V ≥ 0` are transmitted, all of
them with certainty, the flux at `b > 0` is exactly `exp (-b V) / b`. -/
theorem classical_flux {V b : ℝ} (hV : 0 ≤ V) (hb : 0 < b) :
    flux ((Ioi V).indicator fun _ => 1) b = Real.exp (-(b * V)) / b := by
  have e : ∀ E : ℝ, (Ioi V).indicator (fun _ => (1 : ℝ)) E * Real.exp (-(b * E)) =
      (Ioi V).indicator (fun E => Real.exp (-(b * E))) E := by
    intro E
    by_cases h : V < E <;> simp [Set.indicator, h]
  simp only [flux, e]
  rw [setIntegral_indicator measurableSet_Ioi, Ioi_inter_Ioi, sup_eq_right.2 hV,
    integral_comp_mul_left_Ioi (fun x => Real.exp (-x)) V hb, integral_exp_neg_Ioi,
    smul_eq_mul, div_eq_inv_mul]

end

end TunnellingPowerLaw
```

```lean
#print axioms TunnellingPowerLaw.flux_power_law
-- 'TunnellingPowerLaw.flux_power_law' depends on axioms: [propext, Classical.choice, Quot.sound]
#print axioms TunnellingPowerLaw.flux_not_arrhenius
-- 'TunnellingPowerLaw.flux_not_arrhenius' depends on axioms: [propext, Classical.choice, Quot.sound]
#print axioms TunnellingPowerLaw.delta_barrier_flux
-- 'TunnellingPowerLaw.delta_barrier_flux' depends on axioms: [propext, Classical.choice, Quot.sound]
#print axioms TunnellingPowerLaw.classical_flux
-- 'TunnellingPowerLaw.classical_flux' depends on axioms: [propext, Classical.choice, Quot.sound]
```
